# For \(n \ge 2\), the modes \(\pm n\) of a truncated Mathieu model split in proportion to \(q^n\) at weak potential

First-order degenerate perturbation theory predicts no gap at all between the plane waves \(e^{inx}\) and \(e^{-inx}\) in the potential \(2q\cos 2x\) when \(n \ge 2\), because the potential does not connect them directly. For small \(n\) the splitting can be found by subtracting two computed levels, but for larger \(n\) at weak potential it drops below the double-precision rounding error of levels near \(n^2\). The theorems below give its leading term in closed form for one non-interacting particle, in a two-mode model that keeps only the modes from \(-n\) to \(n\) and fixes the energy at \(n^2\) in the elimination.

## The Mathieu operator on Fourier modes

```lean
import Mathlib

open Filter Topology

namespace MathieuGap

noncomputable section
```

This loads Mathlib and opens the notation for limits. In what follows, a `def` introduces an object. A `theorem` states its claim before `:=` and proves it afterwards.

```lean
/-- The Mathieu operator -d²/dx² + 2q cos 2x in the basis of Fourier modes exp(ikx). -/
def mathieu (q : ℝ) : Matrix ℤ ℤ ℝ :=
  Matrix.of fun k l => if k = l then (k : ℝ) ^ 2 else if k = l + 2 ∨ l = k + 2 then q else 0
```

In dimensionless units the operator is \(-d^2/dx^2 + 2q\cos 2x\) with real \(q\). Since \(2\cos 2x = e^{2ix}+e^{-2ix}\), its matrix has \(k^2\) on the diagonal and \(q\) between modes that differ by 2. The matrix is infinite, but only finite blocks of it are used.

```lean
/-- The intermediate modes n - 2j, j = 1, ..., n - 1, where n = m + 2. -/
def mode (m : ℕ) (i : Fin (m + 1)) : ℤ := (m : ℤ) + 2 - 2 * ((i : ℕ) + 1)
```

Lean works with a natural number \(m\), and \(n = m+2\), so \(n \ge 2\) holds automatically. The type `Fin (m + 1)` contains the indices \(i = 0,\dots,m\), and index \(i\) stands for the mode \(k_i = n - 2(i+1)\). These are the steps between \(n\) and \(-n\).

```lean
/-- The two degenerate modes n and -n, where n = m + 2. -/
def edge (m : ℕ) : Fin 2 → ℤ := ![(m : ℤ) + 2, -((m : ℤ) + 2)]
```

These are the two degenerate modes, \(n\) at position 0 and \(-n\) at position 1.

```lean
/-- The positions of the first and the last intermediate mode. -/
def site (m : ℕ) : Fin 2 → Fin (m + 1) := ![0, Fin.last m]
```

`site` gives the intermediate neighbour of each: index 0 for \(n\), index \(m\) for \(-n\). For \(n=2\) both are the single mode \(k=0\).

## Eliminating the modes between \(n\) and \(-n\)

```lean
/-- The matrix A(q): the energy n² minus the Mathieu operator on the intermediate modes. -/
def interior (m : ℕ) (q : ℝ) : Matrix (Fin (m + 1)) (Fin (m + 1)) ℝ :=
  ((m : ℝ) + 2) ^ 2 • 1 - (mathieu q).submatrix (mode m) (mode m)
```

Let \(P\) denote the modes \(\pm n\), \(Q\) the intermediate ones, and \(H\) the Mathieu matrix. Then `interior` is \(A(q) = n^2 - H_{QQ}\).

```lean
/-- The coupling c(q) of the modes n and -n through the intermediate modes, for det A(q) ≠ 0. -/
def coupling (m : ℕ) (q : ℝ) : ℝ := q ^ 2 * (interior m q)⁻¹ 0 (Fin.last m)
```

The coupling is \(c(q) = q^2 (A^{-1})_{0m}\): one factor \(q\) to enter the chain of intermediate modes, one to leave it. Lean assigns a singular matrix the inverse zero, so the physical reading requires \(\det A(q) \neq 0\).

```lean
/-- The effective Hamiltonian of the modes n and -n at energy n², with the intermediate modes
eliminated and modes beyond them left out, for det A(q) ≠ 0. -/
def effective (m : ℕ) (q : ℝ) : Matrix (Fin 2) (Fin 2) ℝ :=
  (mathieu q).submatrix (edge m) (edge m) +
    (mathieu q).submatrix (edge m) (mode m) * (interior m q)⁻¹ *
      (mathieu q).submatrix (mode m) (edge m)
```

The \(Q\) part of \(H\psi = E\psi\) gives \(\psi_Q = (E-H_{QQ})^{-1}H_{QP}\psi_P\). Inserting this in the \(P\) part and setting \(E=n^2\) in the inverse yields
\[
H_{\rm eff} = H_{PP} + H_{PQ}A^{-1}H_{QP}.
\]
Two idealisations enter here: the modes beyond \(\pm n\) are absent, and the energy in the inverse is fixed. The gap treated below is that of \(H_{\rm eff}\); the full Mathieu spectrum is not treated.

## The matrix \(A(q)\) and its determinant at \(q=0\)

```lean
/-- A(q) is tridiagonal with diagonal entries n² - (n - 2(i + 1))², i = 0, ..., n - 2, and
off-diagonals -q. -/
theorem interior_apply (m : ℕ) (q : ℝ) (i j : Fin (m + 1)) :
    interior m q i j = if i = j then ((m : ℝ) + 2) ^ 2 - ((m : ℝ) + 2 - 2 * ((i : ℕ) + 1)) ^ 2
      else if (i : ℕ) + 1 = j ∨ (j : ℕ) + 1 = i then -q else 0 := by
  by_cases h : i = j
  · subst h
    simp [interior, mathieu, mode]
  · have hv : (i : ℕ) ≠ j := fun e => h (Fin.ext e)
    have h1 : mode m i ≠ mode m j := by unfold mode; omega
    have h2 : (mode m i = mode m j + 2 ∨ mode m j = mode m i + 2) ↔
        ((i : ℕ) + 1 = j ∨ (j : ℕ) + 1 = i) := by unfold mode; omega
    simp only [interior, mathieu, Matrix.sub_apply, Matrix.smul_apply, Matrix.submatrix_apply,
      Matrix.of_apply, Matrix.one_apply, h, h1, h2, if_false, smul_eq_mul, mul_zero, zero_sub]
    split_ifs <;> simp
```

The diagonal entries are \(n^2-(n-2(i+1))^2\), neighbours are joined by \(-q\), and all other entries vanish. The proof separates \(i=j\) from \(i\ne j\); in the second case `omega`, which decides linear integer arithmetic, confirms that two modes differ by 2 exactly when their indices differ by 1.

```lean
/-- A(q) is unchanged when the order of the intermediate modes is reversed. -/
theorem interior_rev (m : ℕ) (q : ℝ) :
    (interior m q).submatrix Fin.revPerm Fin.revPerm = interior m q := by
  ext i j
  have hi := i.isLt
  have hj := j.isLt
  rw [Matrix.submatrix_apply, interior_apply, interior_apply]
  by_cases h : i = j
  · subst h
    have hn : ((Fin.revPerm i : Fin (m + 1)) : ℕ) + i = m := by
      rw [Fin.revPerm_apply, Fin.val_rev]; omega
    have hr : (((Fin.revPerm i : Fin (m + 1)) : ℕ) : ℝ) = m - (i : ℕ) := by
      rw [eq_sub_iff_add_eq]; exact_mod_cast hn
    rw [if_pos rfl, if_pos rfl, hr]
    ring
  · rw [if_neg (fun e => h (Fin.revPerm.injective e)), if_neg h]
    exact if_congr (by simp only [Fin.revPerm_apply, Fin.val_rev]; omega) rfl rfl
```

Reversing the order, \(i \mapsto m-i\), sends \(k_i\) to \(-k_i\). This leaves \(k_i^2\) and the neighbour relation unchanged, so \(A\) is unchanged too.

```lean
/-- Without the potential, det A(0) = (2^(n-1) (n-1)!)². -/
theorem det_interior_zero (m : ℕ) :
    (interior m 0).det = (2 ^ (m + 1) * ((m + 1).factorial : ℝ)) ^ 2 := by
  have hD : interior m 0 =
      Matrix.diagonal (fun i : Fin (m + 1) =>
        4 * (((i : ℕ) : ℝ) + 1) * ((m : ℝ) + 1 - (i : ℕ))) := by
    ext i j
    rw [interior_apply, Matrix.diagonal_apply]
    split_ifs <;> ring
  have h1 : ∏ i : Fin (m + 1), (((i : ℕ) : ℝ) + 1) = ((m + 1).factorial : ℝ) := by
    rw [← Finset.prod_range_add_one_eq_factorial,
      ← Fin.prod_univ_eq_prod_range (fun i => i + 1)]
    simp only [Nat.cast_prod, Nat.cast_add, Nat.cast_one]
  -- the factors m + 1 - i are the factors i + 1 in reverse order
  have h2 : ∏ i : Fin (m + 1), ((m : ℝ) + 1 - (i : ℕ)) = ((m + 1).factorial : ℝ) := by
    rw [← h1]
    refine Fintype.prod_equiv Fin.revPerm _ _ (fun i => ?_)
    have hi := i.isLt
    have hn : ((Fin.revPerm i : Fin (m + 1)) : ℕ) + i = m := by
      rw [Fin.revPerm_apply, Fin.val_rev]; omega
    have hr : (((Fin.revPerm i : Fin (m + 1)) : ℕ) : ℝ) + (i : ℕ) = m := by exact_mod_cast hn
    linarith
  have h4 : (4 : ℝ) ^ (m + 1) = (2 ^ (m + 1)) ^ 2 := by
    rw [← pow_mul, mul_comm, pow_mul]; norm_num
  rw [hD, Matrix.det_diagonal, Finset.prod_mul_distrib, Finset.prod_mul_distrib, h1, h2,
    Finset.prod_const, Finset.card_univ, Fintype.card_fin, h4]
  ring
```

At \(q=0\) the matrix is diagonal, with entries
\[
n^2-(n-2(i+1))^2 = 4(i+1)(m+1-i).
\]
Over \(i=0,\dots,m\), the factors \(i+1\) multiply to \((m+1)!\), and so do the factors \(m+1-i\), in reverse order. Hence
\[
\det A(0) = 4^{m+1}\,((m+1)!)^2 = \bigl(2^{n-1}(n-1)!\bigr)^2 .
\]
In the proof, `hD` is the diagonal form, and `h1` and `h2` are the two products.

## The coupling equals \(q^n/\det A(q)\)

```lean
/-- Where A(q) is invertible, the coupling obeys c(q) det A(q) = qⁿ. -/
theorem coupling_mul_det (m : ℕ) (q : ℝ) (h : (interior m q).det ≠ 0) :
    coupling m q * (interior m q).det = q ^ (m + 2) := by
  -- the corner cofactor is (-1)^m times the determinant of a triangular matrix with diagonal -q
  have hc : (interior m q).adjugate 0 (Fin.last m) = q ^ m := by
    rw [Matrix.adjugate_fin_succ_eq_det_submatrix, Fin.succAbove_last, Fin.succAbove_zero,
      Matrix.det_of_isLowerTriangular]
    · have hd : ∀ i : Fin m, (interior m q).submatrix Fin.castSucc Fin.succ i i = -q := by
        intro i
        have hne : i.castSucc ≠ i.succ := by
          intro e
          have e' := congrArg Fin.val e
          change (i : ℕ) = i + 1 at e'
          omega
        have hyes : (i.castSucc : ℕ) + 1 = i.succ ∨ (i.succ : ℕ) + 1 = i.castSucc :=
          Or.inl rfl
        rw [Matrix.submatrix_apply, interior_apply, if_neg hne, if_pos hyes]
      simp only [hd, Finset.prod_const, Finset.card_univ, Fintype.card_fin, Fin.val_last,
        Fin.val_zero, add_zero]
      rw [← mul_pow, neg_one_mul, neg_neg]
    · intro i j hij
      have hv : (i : ℕ) < j := OrderDual.toDual_lt_toDual.mp hij
      have hne : i.castSucc ≠ j.succ := by
        intro e
        have e' := congrArg Fin.val e
        change (i : ℕ) = j + 1 at e'
        omega
      have hno : ¬((i.castSucc : ℕ) + 1 = j.succ ∨ (j.succ : ℕ) + 1 = i.castSucc) := by
        change ¬((i : ℕ) + 1 = j + 1 ∨ (j : ℕ) + 1 + 1 = i)
        omega
      rw [Matrix.submatrix_apply, interior_apply, if_neg hne, if_neg hno]
  rw [coupling, Matrix.inv_def, Matrix.smul_apply, hc, Ring.inverse_eq_inv', smul_eq_mul]
  linear_combination (q ^ 2 * q ^ m) * inv_mul_cancel₀ h
```

By Cramer's rule, \((A^{-1})_{0m}\) is a cofactor divided by \(\det A\). Delete row \(m\) and column 0. The remaining \(m\times m\) matrix has entries \(B_{ij}=A_{i,j+1}\). On its diagonal stands \(A_{i,i+1}=-q\), and above it, where \(j>i\), everything is zero. So \(\det B = (-q)^m\), the cofactor sign is \((-1)^m\), and
\[
c(q) = q^2\,\frac{(-1)^m(-q)^m}{\det A(q)} = \frac{q^{m+2}}{\det A(q)} = \frac{q^n}{\det A(q)} .
\]
For \(n=2\) the remaining matrix is empty, with determinant 1, and \(c=q^2/4\).

The proof turns on `Matrix.adjugate_fin_succ_eq_det_submatrix`, which writes an entry of the adjugate as a signed minor. Mathlib describes the deletion by `Fin.succAbove`, the function that lists all indices except one. Omitting the last index gives `Fin.castSucc`, which keeps the value \(i\); omitting the first gives `Fin.succ`, which shifts it to \(i+1\). The minor is therefore literally \(A_{i,j+1}\), and its triangular shape can be read from the indices.

The sign deserves care. Since \(A = n^2-H_{QQ}\), its off-diagonals are \(-q\). Writing \(+q\) there would turn \(c\) into \(-c\) for odd \(n\) and exchange the even and odd levels.

```lean
/-- For a weak potential A(q) is invertible, and c(q)/qⁿ tends to 1/(2^(n-1) (n-1)!)². -/
theorem coupling_tendsto (m : ℕ) :
    (∀ᶠ q in 𝓝[≠] (0 : ℝ), (interior m q).det ≠ 0) ∧
    Tendsto (fun q => coupling m q / q ^ (m + 2)) (𝓝[≠] 0)
      (𝓝 (1 / (2 ^ (m + 1) * ((m + 1).factorial : ℝ)) ^ 2)) := by
  have hcont : Continuous fun q => (interior m q).det := by
    refine Continuous.matrix_det (continuous_matrix fun i j => ?_)
    simp only [interior_apply]
    split_ifs <;> fun_prop
  have hd := (hcont.tendsto 0).mono_left (nhdsWithin_le_nhds (s := {0}ᶜ))
  rw [det_interior_zero] at hd
  have hpos : (2 ^ (m + 1) * ((m + 1).factorial : ℝ)) ^ 2 ≠ 0 := by positivity
  have hne := hd.eventually_ne hpos
  refine ⟨hne, ?_⟩
  rw [one_div]
  refine (hd.inv₀ hpos).congr' ?_
  filter_upwards [hne, self_mem_nhdsWithin] with q hq h0
  rw [eq_div_iff (pow_ne_zero _ h0), ← coupling_mul_det m q hq]
  field_simp
```

The symbol `𝓝[≠] 0` means that \(q\) approaches 0 without being 0, and `∀ᶠ` means "for all such \(q\) close enough". The determinant is continuous in \(q\) and nonzero at \(q=0\), so it stays nonzero nearby. There \(c(q)/q^n = 1/\det A(q)\), and therefore
\[
\lim_{q\to 0}\frac{c(q)}{q^n} = \frac{1}{\bigl(2^{n-1}(n-1)!\bigr)^2}.
\]
The proof takes the limit of the inverse determinant, then uses `filter_upwards` to restrict to those \(q\) where the two expressions agree.

## Even and odd levels

```lean
/-- The modes n and -n couple with strength q to the first and the last intermediate mode
respectively, and to no other intermediate mode. -/
theorem mathieu_edge (m : ℕ) (q : ℝ) (a : Fin 2) (j : Fin (m + 1)) :
    mathieu q (edge m a) (mode m j) = (if j = site m a then q else 0) ∧
    mathieu q (mode m j) (edge m a) = (if j = site m a then q else 0) := by
  have hj := j.isLt
  have key : ∀ a, edge m a ≠ mode m j ∧
      ((edge m a = mode m j + 2 ∨ mode m j = edge m a + 2) ↔ j = site m a) := by
    refine Fin.forall_fin_two.mpr ⟨?_, ?_⟩ <;>
    simp only [edge, site, mode, Matrix.cons_val_zero, Matrix.cons_val_one, Fin.ext_iff,
      Fin.val_zero, Fin.val_last] <;>
    omega
  obtain ⟨h1, h2⟩ := key a
  constructor
  · rw [mathieu, Matrix.of_apply, if_neg h1]
    exact if_congr h2 rfl rfl
  · rw [mathieu, Matrix.of_apply, if_neg h1.symm]
    exact if_congr (or_comm.trans h2) rfl rfl
```

Mode \(n\) meets only index 0, and mode \(-n\) only index \(m\), each with strength \(q\). The two halves of the statement are the blocks \(H_{PQ}\) and \(H_{QP}\).

```lean
/-- The effective Hamiltonian has equal diagonal entries, n² plus a common shift, and the
coupling c(q) off the diagonal. -/
theorem effective_eq (m : ℕ) (q : ℝ) :
    effective m q =
      !![((m : ℝ) + 2) ^ 2 + q ^ 2 * (interior m q)⁻¹ 0 0, coupling m q;
         coupling m q, ((m : ℝ) + 2) ^ 2 + q ^ 2 * (interior m q)⁻¹ 0 0] := by
  have hprod : ∀ a b, effective m q a b = mathieu q (edge m a) (edge m b) +
      q ^ 2 * (interior m q)⁻¹ (site m a) (site m b) := by
    intro a b
    simp only [effective, Matrix.add_apply, Matrix.mul_apply, Matrix.submatrix_apply,
      (mathieu_edge m q _ _).1, (mathieu_edge m q _ _).2, ite_mul, zero_mul, mul_ite, mul_zero,
      Finset.sum_ite_eq', Finset.mem_univ, if_true]
    ring
  -- reflection symmetry of the resolvent
  have hinv : ∀ i j, (interior m q)⁻¹ (Fin.rev i) (Fin.rev j) = (interior m q)⁻¹ i j := by
    intro i j
    have h := Matrix.inv_submatrix_equiv (interior m q) Fin.revPerm Fin.revPerm
    rw [interior_rev] at h
    exact (congrFun (congrFun h i) j).symm
  have h1 := hinv 0 0
  have h2 := hinv 0 (Fin.last m)
  rw [Fin.rev_zero] at h1
  rw [Fin.rev_zero, Fin.rev_last] at h2
  have d0 : mathieu q (edge m 0) (edge m 0) = ((m : ℝ) + 2) ^ 2 := by simp [mathieu, edge]
  have d1 : mathieu q (edge m 1) (edge m 1) = ((m : ℝ) + 2) ^ 2 := by
    simp [mathieu, edge]
    ring
  have hne : edge m 0 ≠ edge m 1 := by
    change (m : ℤ) + 2 ≠ -((m : ℤ) + 2)
    omega
  have hno : ¬(edge m 0 = edge m 1 + 2 ∨ edge m 1 = edge m 0 + 2) := by
    change ¬((m : ℤ) + 2 = -((m : ℤ) + 2) + 2 ∨ -((m : ℤ) + 2) = (m : ℤ) + 2 + 2)
    omega
  have o1 : mathieu q (edge m 0) (edge m 1) = 0 := by
    rw [mathieu, Matrix.of_apply, if_neg hne, if_neg hno]
  have o2 : mathieu q (edge m 1) (edge m 0) = 0 := by
    rw [mathieu, Matrix.of_apply, if_neg hne.symm, if_neg (fun h => hno h.symm)]
  have s0 : site m 0 = 0 := rfl
  have s1 : site m 1 = Fin.last m := rfl
  rw [Matrix.eta_fin_two (effective m q)]
  simp only [hprod, d0, d1, o1, o2, s0, s1, h1, h2, zero_add, coupling]
```

With those couplings, the matrix product reduces to \(q^2\) times entries of \(A^{-1}\) at the two sites. The modes \(n\) and \(-n\) differ by \(2n\ge 4\), so they have no direct coupling. Reflection symmetry gives \((A^{-1})_{mm}=(A^{-1})_{00}\) and \((A^{-1})_{m0}=(A^{-1})_{0m}\). Hence
\[
H_{\rm eff}=\begin{pmatrix} n^2+s & c\\ c & n^2+s\end{pmatrix},\qquad s=q^2(A^{-1})_{00}.
\]
In the proof, `hprod` is the reduced product and `hinv` the reflection symmetry.

```lean
/-- Where A(q) is invertible, the even and odd levels of the effective Hamiltonian
differ by 2qⁿ/det A(q). -/
theorem level_splitting (m : ℕ) (q Ep Em : ℝ) (h : (interior m q).det ≠ 0)
    (hp : (effective m q).mulVec ![1, 1] = Ep • ![1, 1])
    (hm : (effective m q).mulVec ![1, -1] = Em • ![1, -1]) :
    (Ep - Em) * (interior m q).det = 2 * q ^ (m + 2) := by
  have e1 := congrFun hp 0
  have e2 := congrFun hm 0
  simp [effective_eq, Matrix.mulVec, dotProduct, Fin.sum_univ_two] at e1 e2
  linear_combination 2 * coupling_mul_det m q h - (interior m q).det * e1 +
    (interior m q).det * e2
```

The normalised eigenvectors are \((1,\pm1)/\sqrt2\), that is, the cosine and sine combinations of the two plane waves. Lean omits the factor \(1/\sqrt2\), which does not affect the eigenvalues. The first row of each eigenvalue equation gives
\[
E_+ = n^2+s+c,\qquad E_- = n^2+s-c,
\]
so \(E_+-E_- = 2c = 2q^n/\det A(q)\). The hypotheses `hp` and `hm` say that `Ep` and `Em` are these eigenvalues, and `linear_combination` carries out the subtraction.

```lean
/-- The splitting of the even and odd effective levels, divided by qⁿ, tends to
2/(2^(n-1) (n-1)!)² for a weak potential. -/
theorem gap_tendsto (m : ℕ) (Ep Em : ℝ → ℝ)
    (hp : ∀ᶠ q in 𝓝[≠] (0 : ℝ), (effective m q).mulVec ![1, 1] = Ep q • ![1, 1])
    (hm : ∀ᶠ q in 𝓝[≠] (0 : ℝ), (effective m q).mulVec ![1, -1] = Em q • ![1, -1]) :
    Tendsto (fun q => (Ep q - Em q) / q ^ (m + 2)) (𝓝[≠] 0)
      (𝓝 (2 / (2 ^ (m + 1) * ((m + 1).factorial : ℝ)) ^ 2)) := by
  obtain ⟨hne, hlim⟩ := coupling_tendsto m
  rw [div_eq_mul_one_div]
  refine (hlim.const_mul 2).congr' ?_
  filter_upwards [hp, hm, hne] with q h1 h2 hd
  have hs : Ep q - Em q = 2 * coupling m q := mul_right_cancel₀ hd (by
    linear_combination level_splitting m q _ _ hd h1 h2 - 2 * coupling_mul_det m q hd)
  rw [hs]
  ring
```

Here the levels are functions of \(q\), required to be eigenvalues only near \(q=0\). Doubling the limit of \(c(q)/q^n\) gives
\[
\lim_{q\to0}\frac{E_+(q)-E_-(q)}{q^n}=\frac{2}{\bigl(2^{n-1}(n-1)!\bigr)^2}.
\]
Thus \(c\) is half the signed splitting of the effective model. The theorem gives the leading term, without an error bound at finite \(q\).

## Where the elimination fails for \(n=3\)

```lean
/-- For n = 3 the determinant of A(q) is 64 - q². -/
theorem det_interior_three (q : ℝ) : (interior 1 q).det = 64 - q ^ 2 := by
  refine (Matrix.det_fin_two _).trans ?_
  simp only [interior_apply]
  norm_num
  ring

end

end MathieuGap
```

For \(n=3\) the intermediate modes are \(1\) and \(-1\), so
\[
A=\begin{pmatrix}8&-q\\-q&8\end{pmatrix},\qquad \det A = 64-q^2 .
\]
At \(q=\pm8\) the determinant vanishes: the intermediate block itself has a level at \(n^2=9\), and it can't be eliminated at that energy. The condition \(\det A(q)\neq0\) excludes this resonance.

```lean
#print axioms MathieuGap.gap_tendsto
-- 'MathieuGap.gap_tendsto' depends on axioms: [propext, Classical.choice, Quot.sound]
#print axioms MathieuGap.det_interior_three
-- 'MathieuGap.det_interior_three' depends on axioms: [propext, Classical.choice, Quot.sound]
```
